# Zero phonon helicity from an improper symmetry that preserves the mode and its wave vector

If circling atoms are taken as sufficient evidence of a handed phonon, a mode of a flat crystal can be assigned a handedness that its mirror symmetry forbids. Rotation of the atoms and helicity along the wave vector are different quantities, and the problems below separate them.

## Polarisations, angular momentum and helicity

A mode assigns a polarisation $e_a\in\mathbb C^3$ to each site $a$ of a finite unit cell, the type `ι`. Components 0, 1, 2 are $x,y,z$. One site with polarisation $u$ has angular momentum $\ell(u)=\mathrm{Im}(\bar u\times u)$, which is `siteL`. With the time factor $e^{-i\omega t}$, $\omega>0$, and mass-weighted polarisations of total norm one, the sum over sites is the phonon's angular momentum in units of $\hbar$.

```lean
import Mathlib

open Matrix

namespace PhononHelicity

noncomputable section

/-- Angular momentum `Im (conj u × u)` of one site with complex polarisation `u`. -/
def siteL (u : Fin 3 → ℂ) : Fin 3 → ℝ :=
  fun i => (crossProduct (star u) u i).im
```

The sum is $l(e)=\sum_a\ell(e_a)$, written `angMom`.

```lean
/-- Angular momentum of a phonon mode: the sum over the sites of the unit cell. -/
def angMom {ι : Type*} [Fintype ι] (e : ι → Fin 3 → ℂ) : Fin 3 → ℝ :=
  ∑ a, siteL (e a)
```

For a real wave vector $q$, the helicity is $h(q,e)=q\cdot l(e)$. It is not divided by $|q|$ or by the norm of the mode.

```lean
/-- Helicity `q · l(e)` of a mode `e` with wave vector `q`, without normalisation. -/
def helicity {ι : Type*} [Fintype ι] (q : Fin 3 → ℝ) (e : ι → Fin 3 → ℂ) : ℝ :=
  q ⬝ᵥ angMom e
```

A real matrix $R$ acts on complex polarisations through `rotate`.

```lean
/-- Action of a real matrix `R` on a complex polarisation vector. -/
def rotate (R : Matrix (Fin 3) (Fin 3) ℝ) (u : Fin 3 → ℂ) : Fin 3 → ℂ :=
  fun i => ∑ j, (R i j : ℂ) * u j
```

Two mirrors, $M_z$ and $M_x$, and one explicit mode serve as examples.

```lean
/-- The mirror that reverses the `z` axis. -/
def mirrorZ : Matrix (Fin 3) (Fin 3) ℝ := !![1, 0, 0; 0, 1, 0; 0, 0, -1]

/-- The mirror that reverses the `x` axis. -/
def mirrorX : Matrix (Fin 3) (Fin 3) ℝ := !![-1, 0, 0; 0, 1, 0; 0, 0, 1]

/-- A two-site mode: the first site moves on a circle in the `xy` plane, the second rests. -/
def valleyMode : Fin 2 → Fin 3 → ℂ := ![![1, Complex.I, 0], 0]
```

The symmetry of a mode is a hypothesis here: no dynamical matrix is diagonalised. A site permutation $s$ says where the atoms go, and unit phases $c_a$ stand for the Bloch phases and the free overall phase of the mode. In a degenerate level, the chosen mode itself must satisfy the condition. Conditions on $q$ are exact equalities, not equalities up to a reciprocal lattice vector.

## (a) Real and imaginary parts

Write $u=p+ir$ with $p,r$ real. Show that
$$\ell(u)=2\,p\times r.$$

**Solution.** Since $p\times p=r\times r=0$,
$$(p-ir)\times(p+ir)=i\,p\times r-i\,r\times p=2i\,p\times r.$$
Take the imaginary part. In Lean, `fin_cases` splits the claim into components and `ring` closes them.

```lean
/-- The angular momentum of a site is twice the cross product of the real and imaginary
parts of its polarisation. -/
theorem siteL_eq (u : Fin 3 → ℂ) :
    siteL u = (2 : ℝ) • crossProduct (fun i => (u i).re) (fun i => (u i).im) := by
  ext i
  fin_cases i <;> simp [siteL, cross_apply] <;> ring
```

## (b) A phase changes nothing

For $|c|=1$, show that
$$\ell(cu)=\ell(u).$$

**Solution.** We have $\overline{cu}\times cu=|c|^2\,\bar u\times u$, and $|c|^2=1$. Here `h2` extracts the factor $|c|^2$, and `h1` sets it to one.

```lean
/-- A phase factor of modulus one leaves the angular momentum of a site unchanged. -/
theorem siteL_phase (u : Fin 3 → ℂ) {c : ℂ} (hc : ‖c‖ = 1) :
    siteL (c • u) = siteL u := by
  have h1 : c.re * c.re + c.im * c.im = 1 := by
    rw [← Complex.normSq_apply, Complex.normSq_eq_norm_sq, hc, one_pow]
  have h2 : siteL (c • u) = (c.re * c.re + c.im * c.im) • siteL u := by
    rw [siteL_eq, siteL_eq]
    ext i
    fin_cases i <;> simp [cross_apply] <;> ring
  rw [h2, h1, one_smul]
```

## (c) An axial vector

For $RR^T=1$, show that
$$\ell(Ru)=\det(R)\,R\,\ell(u).$$

**Solution.** As $R$ is real, $Ru$ has real part $Rp$ and imaginary part $Rr$. With $n_i$ the unit vector along axis $i$,
$$\bigl(R^T(Rp\times Rr)\bigr)_i=Rn_i\cdot(Rp\times Rr)=\det(R)\,n_i\cdot(p\times r).$$
By (a), $R^T\ell(Ru)=\det(R)\,\ell(u)$ for every real $R$. Multiply by $R$ and use $RR^T=1$. The identity $R^T\ell(Ru)=\det(R)\,\ell(u)$ is `key`, proved by expanding polynomials; the `calc` block does the multiplication.

```lean
/-- Under an orthogonal matrix `R` the angular momentum of a site transforms as an axial
vector: `l(Ru) = det(R) R l(u)`. -/
theorem siteL_rotate (R : Matrix (Fin 3) (Fin 3) ℝ) (hR : R * Rᵀ = 1) (u : Fin 3 → ℂ) :
    siteL (rotate R u) = R.det • (R *ᵥ siteL u) := by
  -- this identity holds for every real matrix
  have key : Rᵀ *ᵥ siteL (rotate R u) = R.det • siteL u := by
    rw [siteL_eq, siteL_eq]
    ext i
    fin_cases i <;>
      simp [rotate, cross_apply, Matrix.mulVec, dotProduct, Fin.sum_univ_three,
        Matrix.det_fin_three] <;> ring
  -- orthogonality removes the transpose
  calc siteL (rotate R u) = R *ᵥ (Rᵀ *ᵥ siteL (rotate R u)) := by
        rw [Matrix.mulVec_mulVec, hR, Matrix.one_mulVec]
    _ = R.det • (R *ᵥ siteL u) := by rw [key, Matrix.mulVec_smul]
```

## (d) The whole cell

Let $e'_{s(a)}=c_aRe_a$, with $R$ orthogonal and $|c_a|=1$. Show that
$$l(e')=\det(R)\,R\,l(e).$$

**Solution.** A permutation only reorders the sum, so (b) and (c) give
$$l(e')=\sum_a\ell(e'_{s(a)})=\sum_a\ell(c_aRe_a)=\sum_a\det(R)\,R\,\ell(e_a).$$
Linearity takes $\det(R)\,R$ outside. `Equiv.sum_comp` does the reordering, and `hsum` supplies the linearity.

```lean
variable {ι : Type*} [Fintype ι]

/-- If an orthogonal `R`, a permutation of the sites and unit phases carry the mode `e` into
`e'`, then `l(e') = det(R) R l(e)`. -/
theorem angMom_transform (R : Matrix (Fin 3) (Fin 3) ℝ) (hR : R * Rᵀ = 1)
    (s : Equiv.Perm ι) (c : ι → ℂ) (hc : ∀ a, ‖c a‖ = 1) (e e' : ι → Fin 3 → ℂ)
    (h : ∀ a, e' (s a) = c a • rotate R (e a)) :
    angMom e' = R.det • (R *ᵥ angMom e) := by
  have hsum : R *ᵥ angMom e = ∑ a, R *ᵥ siteL (e a) :=
    map_sum R.mulVecLin (fun a => siteL (e a)) Finset.univ
  calc angMom e' = ∑ a, siteL (e' (s a)) :=
        (Equiv.sum_comp s (fun a => siteL (e' a))).symm
    _ = ∑ a, R.det • (R *ᵥ siteL (e a)) :=
        Finset.sum_congr rfl fun a _ => by
          rw [h a, siteL_phase _ (hc a), siteL_rotate R hR]
    _ = R.det • (R *ᵥ angMom e) := by rw [hsum, Finset.smul_sum]
```

## (e) Helicity is a pseudoscalar

Under the assumptions of (d), show that
$$h(Rq,e')=\det(R)\,h(q,e).$$

**Solution.** Orthogonality also gives $R^TR=1$, hence
$$Rq\cdot\det(R)\,R\,l(e)=\det(R)\,q\cdot R^TR\,l(e)=\det(R)\,q\cdot l(e).$$
The invariance of the scalar product is `hdot`.

```lean
/-- Helicity is a pseudoscalar: if an orthogonal `R`, a permutation of the sites and unit
phases carry `e` into `e'`, the helicity of `e'` at `Rq` is `det(R)` times that of `e` at `q`. -/
theorem helicity_transform (R : Matrix (Fin 3) (Fin 3) ℝ) (hR : R * Rᵀ = 1)
    (s : Equiv.Perm ι) (c : ι → ℂ) (hc : ∀ a, ‖c a‖ = 1) (e e' : ι → Fin 3 → ℂ)
    (h : ∀ a, e' (s a) = c a • rotate R (e a)) (q : Fin 3 → ℝ) :
    helicity (R *ᵥ q) e' = R.det * helicity q e := by
  have hR' : Rᵀ * R = 1 := mul_eq_one_comm.mp hR
  -- an orthogonal matrix preserves the scalar product
  have hdot : (R *ᵥ q) ⬝ᵥ (R *ᵥ angMom e) = q ⬝ᵥ angMom e := by
    rw [Matrix.dotProduct_mulVec, ← Matrix.mulVec_transpose, Matrix.mulVec_mulVec, hR',
      Matrix.one_mulVec]
  unfold helicity
  rw [angMom_transform R hR s c hc e e' h, dotProduct_smul, hdot, smul_eq_mul]
```

## (f) An improper symmetry that fixes the wave vector

Let $R$ be orthogonal with $\det R=-1$ and $Rq=q$, and let $e_{s(a)}=c_aRe_a$ with $|c_a|=1$. Show that
$$h(q,e)=0.$$

**Solution.** Put $e'=e$ in (e). Then $h(q,e)=-h(q,e)$, which `linarith` resolves. In a harmonic phonon calculation with a finite cell, this gives a test of the code that evaluates the helicity: for polarisations that have such a symmetry it must return zero, up to rounding.

```lean
/-- A mode has zero helicity if an improper orthogonal `R` that fixes `q` maps it to itself,
up to a permutation of the sites and unit phases. -/
theorem helicity_eq_zero (R : Matrix (Fin 3) (Fin 3) ℝ) (hR : R * Rᵀ = 1)
    (hdet : R.det = -1) (s : Equiv.Perm ι) (c : ι → ℂ) (hc : ∀ a, ‖c a‖ = 1)
    (e : ι → Fin 3 → ℂ) (h : ∀ a, e (s a) = c a • rotate R (e a))
    (q : Fin 3 → ℝ) (hq : R *ᵥ q = q) : helicity q e = 0 := by
  have h1 := helicity_transform R hR s c hc e e h q
  rw [hq, hdet] at h1
  linarith
```

## (g) A mirror combined with time reversal

Time reversal conjugates the polarisations and reverses $q$. Let $R$ be orthogonal with $\det R=-1$, now with $Rq=-q$ and $e_{s(a)}=c_a\overline{Re_a}$, $|c_a|=1$. Show that again
$$h(q,e)=0.$$

**Solution.** Conjugation sends $r$ to $-r$, so $\ell(\bar u)=-\ell(u)$ and $h(q,\bar e)=-h(q,e)$. Since $\overline{Re_a}=R\bar e_a$, part (e) applies to the step from $\bar e$ to $e$:
$$-h(q,e)=h(Rq,e)=-h(q,\bar e)=h(q,e).$$
The conjugation rules are `hrot`, `hs` and `hstar`.

```lean
/-- A mode has zero helicity if an improper orthogonal `R` that reverses `q`, followed by
complex conjugation (time reversal), maps it to itself up to a permutation of the sites and
unit phases. -/
theorem helicity_eq_zero_of_timeReversal (R : Matrix (Fin 3) (Fin 3) ℝ) (hR : R * Rᵀ = 1)
    (hdet : R.det = -1) (s : Equiv.Perm ι) (c : ι → ℂ) (hc : ∀ a, ‖c a‖ = 1)
    (e : ι → Fin 3 → ℂ) (h : ∀ a, e (s a) = c a • star (rotate R (e a)))
    (q : Fin 3 → ℝ) (hq : R *ᵥ q = -q) : helicity q e = 0 := by
  -- conjugation commutes with the real matrix and reverses the angular momentum
  have hrot : ∀ u, star (rotate R u) = rotate R (star u) := by
    intro u
    ext i
    simp [rotate, Fin.sum_univ_three]
  have hs : ∀ u, siteL (star u) = -siteL u := by
    intro u
    rw [siteL_eq, siteL_eq]
    ext i
    fin_cases i <;> simp [cross_apply] <;> ring
  have hstar : helicity q (fun a => star (e a)) = -helicity q e := by
    simp only [helicity, angMom, hs, Finset.sum_neg_distrib, dotProduct_neg]
  have h1 := helicity_transform R hR s c hc (fun a => star (e a)) e
    (fun a => by rw [h a, hrot]) q
  have h2 : helicity (-q) e = -helicity q e := by
    simp only [helicity, neg_dotProduct]
  rw [hq, hdet, hstar, h2] at h1
  linarith
```

## (h) Planar motion

Suppose every $e_a$ has zero $z$ component and $q_z=0$. Show that
$$q\cdot l(e)=0.$$

**Solution.** The mirror $M_z$ is orthogonal with determinant $-1$, and it fixes $q$ and every $e_a$. Use (f) with the identity permutation and $c_a=1$. The four bullets in Lean check orthogonality, determinant, mode and wave vector.

```lean
/-- A mode whose sites all move in the `xy` plane has zero helicity for every wave vector in
that plane. -/
theorem planar_helicity_eq_zero (e : ι → Fin 3 → ℂ) (he : ∀ a, e a 2 = 0)
    (q : Fin 3 → ℝ) (hq : q 2 = 0) : helicity q e = 0 := by
  -- the horizontal mirror fixes both the mode and the wave vector
  refine helicity_eq_zero mirrorZ ?_ ?_ (Equiv.refl ι) (fun _ => 1) (fun _ => norm_one)
    e ?_ q ?_
  · ext i j
    fin_cases i <;> fin_cases j <;> simp [mirrorZ, Matrix.mul_apply, Fin.sum_univ_three]
  · simp [mirrorZ, Matrix.det_fin_three]
  · intro a
    ext i
    fin_cases i <;> simp [rotate, mirrorZ, Fin.sum_univ_three, he a]
  · ext i
    fin_cases i <;> simp [mirrorZ, Matrix.mulVec, dotProduct, Fin.sum_univ_three, hq]
```

## (i) A mode that rotates

For `valleyMode`, with $e_0=(1,i,0)$ and $e_1=0$, show that
$$l(e)=(0,0,2),\qquad h(q,e)=2q_z.$$

**Solution.** By (a), site 0 gives $2(1,0,0)\times(0,1,0)=(0,0,2)$, and site 1 gives zero. Normalising the mode divides both results by 2, to $(0,0,1)$ and $q_z$. For in-plane $q$ the helicity vanishes although the atom circles, so zero helicity does not imply zero angular momentum.

The same polarisations show that $Rq=q$ in (f) cannot be weakened to $Rq=\pm q$. The mirror $M_z$ leaves them unchanged but reverses $q=(0,0,1)$, so it sends the wave at $q$ to a different wave at $-q$, and the normalised helicity at $q$ is 1.

```lean
/-- The circular two-site mode has angular momentum `2` along `z`, and its helicity at wave
vector `q` is `2 q_z`. -/
theorem valleyMode_angMom :
    angMom valleyMode = ![0, 0, 2] ∧ ∀ q, helicity q valleyMode = 2 * q 2 := by
  have h : angMom valleyMode = ![0, 0, 2] := by
    rw [angMom, Fin.sum_univ_two, siteL_eq, siteL_eq]
    ext i
    fin_cases i <;> simp [valleyMode, cross_apply]
  refine ⟨h, fun q => ?_⟩
  rw [helicity, h, mul_comm]
  simp [dotProduct, Fin.sum_univ_three]
```

## (j) The time-reversal condition on a rotating mode

For $q=(k,0,0)$ with $k$ real, show that $M_x$ is orthogonal with determinant $-1$, and that for `valleyMode`
$$M_xq=-q,\qquad e_a=-\overline{M_xe_a}.$$

**Solution.** $M_x=\mathrm{diag}(-1,1,1)$ gives the first three claims. For site 0,
$$(1,i,0)\xrightarrow{M_x}(-1,i,0)\xrightarrow{\text{conj.}}(-1,-i,0)=-(1,i,0),$$
and site 1 is at rest. So (g) applies, with $s$ the identity and $c_a=-1$, to a mode with non-zero angular momentum. Lean checks the entries case by case.

```lean
/-- The mirror `x → -x` is orthogonal and improper, reverses every wave vector along `x`, and
followed by complex conjugation maps the circular two-site mode to minus itself. -/
theorem timeReversal_witness (k : ℝ) :
    mirrorX * mirrorXᵀ = 1 ∧ mirrorX.det = -1 ∧ mirrorX *ᵥ ![k, 0, 0] = -![k, 0, 0] ∧
      ∀ a, valleyMode a = (-1 : ℂ) • star (rotate mirrorX (valleyMode a)) := by
  refine ⟨?_, ?_, ?_, ?_⟩
  · ext i j
    fin_cases i <;> fin_cases j <;> simp [mirrorX, Matrix.mul_apply, Fin.sum_univ_three]
  · simp [mirrorX, Matrix.det_fin_three]
  · ext i
    fin_cases i <;> simp [mirrorX, Matrix.mulVec, dotProduct, Fin.sum_univ_three]
  · intro a
    ext i
    fin_cases a <;> fin_cases i <;>
      simp [valleyMode, rotate, mirrorX, Fin.sum_univ_three]

end

end PhononHelicity
```

```lean
#print axioms PhononHelicity.helicity_eq_zero_of_timeReversal
-- 'PhononHelicity.helicity_eq_zero_of_timeReversal' depends on axioms: [propext, Classical.choice, Quot.sound]
#print axioms PhononHelicity.planar_helicity_eq_zero
-- 'PhononHelicity.planar_helicity_eq_zero' depends on axioms: [propext, Classical.choice, Quot.sound]
#print axioms PhononHelicity.valleyMode_angMom
-- 'PhononHelicity.valleyMode_angMom' depends on axioms: [propext, Classical.choice, Quot.sound]
```
